# The absorption and emission matrices of a linear multiport share their characteristic polynomial, though single ports can differ

An ideal optical isolator passes a wave that enters at port 0 and swallows a wave that enters at port 1. When the device is warm, it also radiates. If emissivity equalled absorptivity at each port, the radiation would leave through port 1, where the device absorbs. In fact it leaves through port 0. What, then, is left of Kirchhoff's law when a device is not reciprocal?

## Equal eigenvalues, equal totals

Take a linear device with $N$ ports at one frequency. Let $a$ be the vector of incoming amplitudes, normalised so that $|a_p|^2$ is the power entering at port $p$. The scattered amplitudes are $Sa$, where $S_{ij}$ is the amplitude leaving at port $i$ for a unit wave entering at port $j$. Write $S^\dagger$ for the conjugate transpose, and define the absorption matrix $A$ and the emission matrix $E$ by

$$A = 1 - S^\dagger S, \qquad E = 1 - S S^\dagger .$$

For every complex square matrix $S$, $A$ and $E$ have the same characteristic polynomial, hence the same eigenvalues with the same multiplicities. Their diagonal entries are the absorptivity $A_{pp}$ and the emissivity $E_{pp}$ of port $p$. The totals over all ports agree:

$$\sum_p A_{pp} = \sum_p E_{pp}.$$

The port-wise equality $A_{pp} = E_{pp}$ holds when $S$ is symmetric, which expresses reciprocity. The isolator shows that it can fail otherwise.

Kirchhoff's law of thermal radiation is a statement about bodies in thermal equilibrium. Here equilibrium enters as a postulate that fixes $E$, and the rest is linear algebra.

## Emissivity taken from an absorption run

A scattering solver that excites port $p$ returns column $p$ of $S$, and one minus the summed power in that column is the absorptivity. The emissivity of the same port is one minus the summed power in row $p$, and collecting that row from such runs takes one run per port. A code that reports the column result as thermal emission relies on the port-wise law. For a symmetric $S$ this is sound; with magneto-optic material it needs checking. Time modulation, which can mix frequencies, lies outside this one-frequency model.

The total law makes a weaker test than it may seem. It holds for any square matrix, so a mismatch beyond rounding reveals an error in the sums, while agreement says nothing about whether $S$ itself is right.

For linear, passive devices with finitely many ports, the matrix $1 - SS^\dagger$ also appears in quantum optics, as the commutator matrix of the noise operators added to the outgoing modes.

## From power balance to the shared eigenvalues

**Absorbed power.** The incoming power is $a^\dagger a$ and the scattered power is $(Sa)^\dagger (Sa) = a^\dagger S^\dagger S a$. Their difference is

$$a^\dagger a - a^\dagger S^\dagger S a = a^\dagger A a .$$

**Emitted noise.** A lossy device adds thermal noise $c$, so the outgoing amplitudes are $b = Sa + c$. Suppose that the noise is uncorrelated with the incoming waves, and let $C = \langle c c^\dagger\rangle$. Then

$$\langle b b^\dagger\rangle = S\langle a a^\dagger\rangle S^\dagger + C .$$

In equilibrium every port is fed by thermal radiation at the temperature of the device, and different ports are uncorrelated. In units of the thermal power per port, $\langle a a^\dagger\rangle = 1$. The outgoing radiation must have the same form, so $SS^\dagger + C = 1$, which gives $C = E$.

**Diagonals.** Writing out the matrix products gives

$$A_{pp} = 1 - \sum_i |S_{ip}|^2, \qquad E_{pp} = 1 - \sum_j |S_{pj}|^2 .$$

Absorptivity uses a column and emissivity a row. These indices are easily confused: if the emissivity is also defined with a column sum, the port-wise law becomes true by definition for every $S$. The total law and the reciprocal case then still hold, so they do not reveal the slip. The isolator exposes the error, because its row and column sums differ.

**Characteristic polynomial.** Let $\chi_M(t) = \det(t - M)$. For any $N \times N$ matrix $M$,

$$\chi_{1-M}(t) = \det(t - 1 + M) = \det\bigl(-[(1-t) - M]\bigr) = (-1)^N \chi_M(1-t).$$

It remains to compare $S^\dagger S$ with $SS^\dagger$. Put $B = S^\dagger$ and $S_\varepsilon = S + \varepsilon$, with $B$ held fixed. Whenever $S_\varepsilon$ is invertible,

$$S_\varepsilon B = S_\varepsilon (B S_\varepsilon) S_\varepsilon^{-1},$$

so the two products are similar and $\det(t - BS_\varepsilon) = \det(t - S_\varepsilon B)$. For fixed $t$ both sides are polynomials in $\varepsilon$. They agree for all but finitely many $\varepsilon$, and therefore also at $\varepsilon = 0$. Hence $\chi_{S^\dagger S} = \chi_{SS^\dagger}$, and the reflection formula gives $\chi_A = \chi_E$.

**Modes.** Let $Aa = \alpha a$ with $a \neq 0$ and $\alpha \neq 1$. If $Sa$ were zero, then $Aa = a$ and $\alpha$ would be 1, so $Sa \neq 0$. Moreover,

$$ES = S - SS^\dagger S = SA, \qquad\text{so}\qquad E(Sa) = SAa = \alpha\, Sa .$$

The scattered wave of an absorption mode is thus an emission mode with the same eigenvalue. Since $\|Sa\|^2 = a^\dagger S^\dagger S a = (1-\alpha)\|a\|^2$, a unit vector $a$ gives the normalised emission mode $Sa/\sqrt{1-\alpha}$. A mode with $\alpha = 1$ is absorbed completely, and $S$ sends it to zero.

**Totals and ports.** Summing the diagonals gives

$$\sum_p A_{pp} = N - \sum_{p,i}|S_{ip}|^2 = N - \sum_{p,j}|S_{pj}|^2 = \sum_p E_{pp},$$

because both double sums run over all entries of $S$. If $S$ is symmetric, then $|S_{ip}| = |S_{pi}|$ and the row and column sums agree port by port.

For two ports the reflection terms cancel:

$$A_{00} - E_{00} = |S_{01}|^2 - |S_{10}|^2 = -(A_{11} - E_{11}).$$

Port-wise equality therefore holds exactly when $|S_{01}| = |S_{10}|$; the phases may differ.

**The isolator.** For

$$S = \begin{pmatrix} 0 & 0 \\ 1 & 0 \end{pmatrix}, \qquad A = \begin{pmatrix} 0 & 0 \\ 0 & 1 \end{pmatrix}, \qquad E = \begin{pmatrix} 1 & 0 \\ 0 & 0 \end{pmatrix},$$

both characteristic polynomials are $t(t-1)$, yet the diagonals are exchanged. Nothing is scattered into port 0, so in equilibrium all the radiation leaving there has to be emitted by the device.

## The Lean file

```lean
import Mathlib

open Matrix

namespace KirchhoffScattering

noncomputable section

variable {n : Type*} [Fintype n] [DecidableEq n]

/-- The absorption matrix `1 - Sᴴ S` of a scattering matrix `S`. -/
def absorptionMatrix (S : Matrix n n ℂ) : Matrix n n ℂ := 1 - Sᴴ * S

/-- The emission matrix `1 - S Sᴴ` of a scattering matrix `S`. -/
def emissionMatrix (S : Matrix n n ℂ) : Matrix n n ℂ := 1 - S * Sᴴ

omit [DecidableEq n] in
/-- The absorptivity of port `p`: one minus the total power scattered into all ports
when a unit wave enters at `p`. -/
def absorptivity (S : Matrix n n ℂ) (p : n) : ℝ := 1 - ∑ i, ‖S i p‖ ^ 2

omit [DecidableEq n] in
/-- The emissivity of port `p`: one minus the total power scattered into `p`
when uncorrelated unit waves enter at all ports. -/
def emissivity (S : Matrix n n ℂ) (p : n) : ℝ := 1 - ∑ j, ‖S p j‖ ^ 2

/-- Incoming power minus scattered power is the quadratic form of the absorption matrix in the
incoming amplitudes. -/
theorem absorbed_power (S : Matrix n n ℂ) (a : n → ℂ) :
    star a ⬝ᵥ a - star (S *ᵥ a) ⬝ᵥ (S *ᵥ a) = star a ⬝ᵥ (absorptionMatrix S *ᵥ a) := by
  rw [absorptionMatrix, Matrix.sub_mulVec, Matrix.one_mulVec, dotProduct_sub,
    ← Matrix.mulVec_mulVec, Matrix.dotProduct_mulVec (star a) Sᴴ, Matrix.star_mulVec]

/-- With unit incoming correlations, the outgoing correlations (scattered part plus emitted
noise `C`) are again the unit matrix exactly when `C` is the emission matrix. -/
theorem equilibrium_iff_emission (S C : Matrix n n ℂ) :
    S * 1 * Sᴴ + C = 1 ↔ C = emissionMatrix S := by
  rw [emissionMatrix, mul_one, eq_sub_iff_add_eq, add_comm]

/-- The diagonal entries of the absorption and emission matrices are the absorptivity and
the emissivity of the ports. -/
theorem diagonal_entries (S : Matrix n n ℂ) (p : n) :
    absorptionMatrix S p p = (absorptivity S p : ℂ) ∧
      emissionMatrix S p p = (emissivity S p : ℂ) := by
  constructor
  · simp only [absorptionMatrix, absorptivity, Matrix.sub_apply, Matrix.one_apply_eq,
      Matrix.mul_apply, Matrix.conjTranspose_apply]
    push_cast
    congr 1
    exact Finset.sum_congr rfl fun i _ => Complex.conj_mul' (S i p)
  · simp only [emissionMatrix, emissivity, Matrix.sub_apply, Matrix.one_apply_eq,
      Matrix.mul_apply, Matrix.conjTranspose_apply]
    push_cast
    congr 1
    exact Finset.sum_congr rfl fun j _ => Complex.mul_conj' (S p j)

/-- The absorption matrix and the emission matrix have the same characteristic polynomial. -/
theorem kirchhoff_charpoly (S : Matrix n n ℂ) :
    (absorptionMatrix S).charpoly = (emissionMatrix S).charpoly := by
  -- passing from `M` to `1 - M` reflects the spectral variable
  have shift : ∀ (M : Matrix n n ℂ) (t : ℂ), (1 - M).charpoly.eval t =
      (-1) ^ Fintype.card n * M.charpoly.eval (1 - t) := by
    intro M t
    rw [Matrix.eval_charpoly, Matrix.eval_charpoly, ← Matrix.det_neg]
    congr 1
    rw [map_sub, map_one]
    abel
  apply Polynomial.funext
  intro t
  -- the two products of `S` and `Sᴴ` share their characteristic polynomial
  rw [absorptionMatrix, emissionMatrix, shift, shift, Matrix.charpoly_mul_comm]

/-- If `a` is an absorption eigenmode with eigenvalue `α ≠ 1`, the scattered wave `S a` is a nonzero
emission eigenmode with the same eigenvalue. -/
theorem kirchhoff_modal (S : Matrix n n ℂ) (a : n → ℂ) (α : ℂ) (ha : a ≠ 0) (hα : α ≠ 1)
    (h : absorptionMatrix S *ᵥ a = α • a) :
    S *ᵥ a ≠ 0 ∧ emissionMatrix S *ᵥ (S *ᵥ a) = α • (S *ᵥ a) := by
  constructor
  · -- a mode with no scattered wave would have eigenvalue one
    intro h0
    have h1 : absorptionMatrix S *ᵥ a = a := by
      rw [absorptionMatrix, Matrix.sub_mulVec, Matrix.one_mulVec, ← Matrix.mulVec_mulVec,
        h0, Matrix.mulVec_zero, sub_zero]
    have h2 : (α - 1) • a = 0 := by
      rw [sub_smul, one_smul, ← h, h1, sub_self]
    rcases smul_eq_zero.mp h2 with h3 | h3
    · exact hα (sub_eq_zero.mp h3)
    · exact ha h3
  · -- `S` intertwines the two matrices
    have hS : emissionMatrix S * S = S * absorptionMatrix S := by
      unfold emissionMatrix absorptionMatrix
      noncomm_ring
    rw [Matrix.mulVec_mulVec, hS, ← Matrix.mulVec_mulVec, h, Matrix.mulVec_smul]

omit [DecidableEq n] in
/-- The absorptivity summed over all ports equals the emissivity summed over all ports. -/
theorem total_absorptivity_eq_total_emissivity (S : Matrix n n ℂ) :
    ∑ p, absorptivity S p = ∑ p, emissivity S p := by
  simp only [absorptivity, emissivity, Finset.sum_sub_distrib]
  rw [Finset.sum_comm]

omit [DecidableEq n] in
/-- For a reciprocal (symmetric) scattering matrix, absorptivity and emissivity agree
at every port. -/
theorem reciprocal_port_kirchhoff (S : Matrix n n ℂ) (hS : Sᵀ = S) (p : n) :
    absorptivity S p = emissivity S p := by
  unfold absorptivity emissivity
  congr 1
  refine Finset.sum_congr rfl fun i _ => ?_
  have h : S i p = S p i := congrFun (congrFun hS p) i
  rw [h]

/-- For a two-port, absorptivity and emissivity agree at both ports exactly when the forward
and backward transmission amplitudes have equal modulus. -/
theorem two_port_kirchhoff_iff (S : Matrix (Fin 2) (Fin 2) ℂ) :
    (∀ p, absorptivity S p = emissivity S p) ↔ ‖S 0 1‖ = ‖S 1 0‖ := by
  simp only [absorptivity, emissivity, Fin.sum_univ_two, Fin.forall_fin_two]
  constructor
  · rintro ⟨h, _⟩
    exact (sq_eq_sq₀ (norm_nonneg _) (norm_nonneg _)).mp (by linarith)
  · intro h
    rw [h]
    constructor <;> ring

/-- The ideal isolator: a wave entering at port 0 leaves at port 1, and a wave entering
at port 1 is not scattered into any port. -/
def isolator : Matrix (Fin 2) (Fin 2) ℂ := !![0, 0; 1, 0]

/-- At port 0 the isolator has absorptivity 0 and emissivity 1; at port 1 it has
absorptivity 1 and emissivity 0. -/
theorem isolator_ports :
    (absorptivity isolator 0 = 0 ∧ emissivity isolator 0 = 1) ∧
      (absorptivity isolator 1 = 1 ∧ emissivity isolator 1 = 0) := by
  simp [absorptivity, emissivity, isolator, Fin.sum_univ_two]

end

end KirchhoffScattering
```

```lean
#print axioms KirchhoffScattering.absorbed_power
-- 'KirchhoffScattering.absorbed_power' depends on axioms: [propext, Classical.choice, Quot.sound]
#print axioms KirchhoffScattering.kirchhoff_charpoly
-- 'KirchhoffScattering.kirchhoff_charpoly' depends on axioms: [propext, Classical.choice, Quot.sound]
#print axioms KirchhoffScattering.two_port_kirchhoff_iff
-- 'KirchhoffScattering.two_port_kirchhoff_iff' depends on axioms: [propext, Classical.choice, Quot.sound]
#print axioms KirchhoffScattering.isolator_ports
-- 'KirchhoffScattering.isolator_ports' depends on axioms: [propext, Classical.choice, Quot.sound]
```

## What the theorems say about a device

The type `n` labels the ports, and `Matrix n n ℂ` holds the scattering matrix with the outgoing port as its first index. `Sᴴ` is $S^\dagger$, `Sᵀ` is the transpose, `S *ᵥ a` is the matrix acting on a vector, and `star a ⬝ᵥ a` is $a^\dagger a$. The definitions `absorptionMatrix` and `emissionMatrix` are $A$ and $E$. The port quantities `absorptivity` and `emissivity` are defined separately, as real numbers, from column and row sums.

Three theorems tie these definitions to the physics:

- `absorbed_power` states the power balance for every amplitude vector.
- `equilibrium_iff_emission` states that a matrix `C` restores unit outgoing correlations exactly when it is the emission matrix. The `1` between `S` and `Sᴴ` is the incoming correlation matrix. The absence of cross terms encodes the assumption that noise and incoming waves are uncorrelated.
- `diagonal_entries` identifies the real port quantities with the complex diagonal entries of the two matrices.

The main result, `kirchhoff_charpoly`, has no hypothesis on `S`. In `kirchhoff_modal` the eigenvector must be nonzero and its eigenvalue different from 1. The total law, `total_absorptivity_eq_total_emissivity`, again holds for every `S`, while `reciprocal_port_kirchhoff` assumes `Sᵀ = S`. This condition stands for reciprocity when the outgoing wave at each port is the time reverse of the incoming one. Finally, `two_port_kirchhoff_iff` gives the exact two-port criterion, and `isolator_ports` gives the four values for the isolator.

Passivity is not assumed. For a device with gain the identities still hold, but an absorptivity can be negative, and $E$ need not be a possible noise correlation matrix. The scattering matrix is given, not computed from Maxwell's equations. The number of ports is finite, so a continuum of radiation channels must first be discretised, and every channel that carries power has to be included: power lost into an omitted channel would count as absorption. The noise model covers a device and surroundings at one common temperature.

## How the proof follows the algebra

In `absorbed_power`, the rewrites expand $A$ and move $S^\dagger$ from the right-hand vector to the left-hand one. The equilibrium statement is a rearrangement of one matrix equation. For `diagonal_entries`, `simp only` writes out the matrix products, and `Complex.conj_mul'` and `Complex.mul_conj'` turn each product of an entry with its conjugate into a squared modulus.

Inside `kirchhoff_charpoly`, the local statement `shift` is the reflection formula. `Matrix.eval_charpoly` replaces the value of each characteristic polynomial by a determinant, and `Matrix.det_neg` supplies the factor $(-1)^N$. `Polynomial.funext` reduces equality of the polynomials to equality of their values at every complex $t$. The exchange of $S^\dagger S$ and $SS^\dagger$, derived above with the parameter $\varepsilon$, is Mathlib's `Matrix.charpoly_mul_comm`.

The proof of `kirchhoff_modal` has the same two parts as the derivation. First, `h0` assumes that the scattered wave vanishes; this leads to $(\alpha - 1)a = 0$, which contradicts one of the two hypotheses. Then `hS` is the relation $ES = SA$, proved by `noncomm_ring`, and applying it to the eigenvector gives the emission mode.

The total law exchanges the order of summation with `Finset.sum_comm`. In the reciprocal case, `hS` is the symmetry hypothesis `Sᵀ = S`; it is read entry by entry, which makes the two sums equal term by term. For two ports, the forward direction needs only the equality at port 0: `linarith` cancels the reflection term, and `sq_eq_sq₀` passes from equal squares to equal moduli. The isolator values follow by `simp` from the entries of the matrix.
